# Adiabatic stiffness of a linear thermoelastic solid: $C_S = C + (T/c)\,\lambda\lambda^{\mathsf T}$

## Question

Take a solid with a single strain variable $e$ and a temperature change $t$ away from a reference temperature $T>0$. Let the reference state be free of stress, and leave out of the free energy its constant and the term linear in $t$ alone. To second order the free energy per volume is then
$$F(e,t)=\tfrac12 C e^2-t\,\lambda e-\frac{c\,t^2}{2T},$$
with stiffness $C$, thermal stress coefficient $\lambda$ and heat capacity $c>0$ per volume at constant strain. At $t=0$ the stiffness is $C$. If no heat flows and the deformation is reversible, the entropy change $s=-\partial F/\partial t=\lambda e+ct/T$ vanishes, so $t=-T\lambda e/c$, and inserting this gives $F=\tfrac12\,(C+T\lambda^2/c)\,e^2$, which is at least the isothermal value whatever the sign of $\lambda$.

I would like the same statement for a strain vector $e$, a real symmetric matrix $C$ and a vector $\lambda$: the maximum of $F$ over $t$ lies at zero entropy change and equals $\tfrac12\,e\cdot(C+(T/c)\lambda\lambda^{\mathsf T})e$. For a cubic crystal in Voigt notation, with $\lambda=l\,(1,1,1,0,0,0)$, the claim is that $C_{11}-C_{12}$ and $C_{44}$ are unchanged and that $(C_{11}+2C_{12})/3$ rises by $Tl^2/c$. How does one state and prove this in Lean 4 with Mathlib?

## Answer

### Modelling choices

The strain is a vector $e$ with real components $e_i$, where $i$ runs over a finite index set `n`. The one-variable case of the question is `Fin 1`, and Voigt notation is `Fin 6`. The structure `Thermoelastic n` holds the isothermal stiffness matrix `C`, the thermal stress vector `lam` ($\lambda$), the heat capacity `c` and the reference temperature `T`, together with three hypotheses: `C.IsSymm`, `0 < c` and `0 < T`. The free energy `free` is
$$F(e,t)=\tfrac12\,e\cdot Ce-t\,\lambda\cdot e-\frac{c\,t^2}{2T}.$$

This form fixes several conventions. Energy, entropy and heat capacity are taken per unit reference volume. The reference state $e=0$, $t=0$ is free of stress. Since $c$ multiplies $t^2$ at fixed $e$, it is the heat capacity at constant strain. The sign of the coupling is such that a clamped solid ($e=0$) carries the stress $-t\lambda$. The constant $F_0$ and the term $-s_0t$ of the full Helmholtz free energy, with $s_0$ the entropy of the reference state, are left out. The internal energy at entropy $s_0$ is the maximum over $t$ of $F_0-s_0t+F+(T+t)s_0=F_0+Ts_0+F$, so in physical terms the maximum of $F$ over $t$ is the change of internal energy at fixed entropy.

Three further objects are definitions: the entropy change $s=\lambda\cdot e+ct/T$ (`entropy`), the stress $\sigma=Ce-t\lambda$ (`stress`) and the adiabatic stiffness $C_S=C+(T/c)\lambda\lambda^{\mathsf T}$ (`adiabatic`, with `vecMulVec M.lam M.lam` the matrix of entries $\lambda_i\lambda_j$). Two theorems then show that $-s$ and $\sigma$ are the derivatives of $F$, which justifies the names.

### Derivation by hand

1. Differentiating in $t$ at fixed $e$,
$$\frac{\partial F}{\partial t}=-\lambda\cdot e-\frac{ct}{T}=-s .$$
Factoring, $s=\frac cT\left(t+\frac Tc\,\lambda\cdot e\right)$, and $c/T\neq0$, so $s=0$ exactly at $t=-\frac Tc\,\lambda\cdot e$.

2. In components,
$$(C_Se)_i=\sum_j C_{ij}e_j+\frac Tc\,\lambda_i\sum_j\lambda_je_j ,$$
that is $C_Se=Ce+\frac Tc(\lambda\cdot e)\lambda$. The matrix $C_S$ is symmetric because $C_{ij}=C_{ji}$ and $\lambda_i\lambda_j=\lambda_j\lambda_i$. The dot product with $e$ gives
$$e\cdot C_Se=e\cdot Ce+\frac Tc(\lambda\cdot e)^2 .$$

3. Expanding the square of the entropy change,
$$\frac{T}{2c}s^2=\frac{T}{2c}(\lambda\cdot e)^2+t\,\lambda\cdot e+\frac{c\,t^2}{2T}.$$
Subtracting this from $\tfrac12e\cdot C_Se=\tfrac12e\cdot Ce+\frac{T}{2c}(\lambda\cdot e)^2$ cancels the $(\lambda\cdot e)^2$ terms and leaves
$$F(e,t)=\tfrac12\,e\cdot C_Se-\frac{T}{2c}\,s^2 .$$

4. Since $T/(2c)>0$, the subtracted term is nonnegative and vanishes only for $s=0$. Hence $F(e,t)\le\tfrac12e\cdot C_Se$ for all $t$, with equality exactly when $s=0$, and step 1 supplies the $t$ at which this happens.

5. For a strain direction $v$ and a real number $x$,
$$F(e+xv,t)=F(e,t)+x\left[\tfrac12(v\cdot Ce+e\cdot Cv)-t\,\lambda\cdot v\right]+\tfrac12x^2\,v\cdot Cv .$$
Symmetry of $C$ gives $e\cdot Cv=v\cdot Ce$, so the bracket is $v\cdot(Ce-t\lambda)=v\cdot\sigma$, the derivative at $x=0$. At $s=0$, step 1 turns the stress into $\sigma=Ce+\frac Tc(\lambda\cdot e)\lambda=C_Se$.

6. From step 2 and $T/c>0$, $e\cdot Ce\le e\cdot C_Se$, with equality exactly when $\lambda\cdot e=0$.

7. For the cubic crystal let the indices run from 0 to 5, as in Lean: 0, 1, 2 are the normal strains $xx,yy,zz$, and 3, 4, 5 the engineering shears (twice the off-diagonal tensor components). The elastic constants keep their usual names, so $C_{11}$ is the entry at position $(0,0)$, $C_{12}$ the entry at $(0,1)$ and $C_{44}$ the entry at $(3,3)$. With $\lambda=l\,(1,1,1,0,0,0)$ the product $\lambda_i\lambda_j$ equals $l^2$ for $i,j\in\{0,1,2\}$ and zero otherwise. The correction adds $Tl^2/c$ to each of the nine entries of the upper left block and nothing elsewhere. So $C_S$ is again cubic, with constants $C_{11}+Tl^2/c$, $C_{12}+Tl^2/c$ and $C_{44}$. The shift cancels in $C_{11}-C_{12}$, and
$$\frac{(C_{11}+Tl^2/c)+2(C_{12}+Tl^2/c)}{3}=\frac{C_{11}+2C_{12}}{3}+\frac{Tl^2}{c}.$$
The combination $B=(C_{11}+2C_{12})/3$ is the bulk modulus: the uniform strain $e=\frac\delta3(1,1,1,0,0,0)$ has relative volume change $\delta$ and energy $\tfrac12e\cdot Ce=\tfrac12B\delta^2$, while $\lambda\cdot e=l\delta$.

### The Lean file

```lean
import Mathlib

open Matrix

namespace AdiabaticElasticity

noncomputable section

/-- A linear thermoelastic solid: symmetric isothermal stiffness `C`, thermal stress vector
`lam`, heat capacity at constant strain `c > 0` and reference temperature `T > 0`. -/
structure Thermoelastic (n : Type*) where
  C : Matrix n n ℝ
  lam : n → ℝ
  c : ℝ
  T : ℝ
  symm : C.IsSymm
  c_pos : 0 < c
  T_pos : 0 < T

variable {n : Type*} [Fintype n]

/-- Free energy at strain `e` and temperature change `t`:
`F = e·Ce/2 - t lam·e - c t²/(2T)`. -/
def free (M : Thermoelastic n) (e : n → ℝ) (t : ℝ) : ℝ :=
  e ⬝ᵥ M.C *ᵥ e / 2 - t * (M.lam ⬝ᵥ e) - M.c * t ^ 2 / (2 * M.T)

/-- Entropy change `s = lam·e + c t / T`. -/
def entropy (M : Thermoelastic n) (e : n → ℝ) (t : ℝ) : ℝ :=
  M.lam ⬝ᵥ e + M.c * t / M.T

/-- Stress `σ = Ce - t lam`. -/
def stress (M : Thermoelastic n) (e : n → ℝ) (t : ℝ) : n → ℝ :=
  M.C *ᵥ e - t • M.lam

/-- Adiabatic stiffness `C_S = C + (T/c) lam lamᵀ`. -/
def adiabatic {m : Type*} (M : Thermoelastic m) : Matrix m m ℝ :=
  M.C + (M.T / M.c) • vecMulVec M.lam M.lam

/-- The temperature derivative of the free energy is minus the entropy change. -/
theorem hasDerivAt_free_temperature (M : Thermoelastic n) (e : n → ℝ) (t : ℝ) :
    HasDerivAt (fun u => free M e u) (-entropy M e t) t := by
  have hf : (fun u => free M e u) = fun u =>
      e ⬝ᵥ M.C *ᵥ e / 2 - u * (M.lam ⬝ᵥ e) - u * u * (M.c / (2 * M.T)) := by
    funext u
    unfold free
    ring
  have h1 := ((hasDerivAt_id' t).mul_const (M.lam ⬝ᵥ e)).const_sub (e ⬝ᵥ M.C *ᵥ e / 2)
  have h2 := ((hasDerivAt_id' t).fun_mul (hasDerivAt_id' t)).mul_const (M.c / (2 * M.T))
  rw [hf]
  exact (h1.fun_sub h2).congr_deriv (by unfold entropy; ring)

/-- The entropy change vanishes exactly at the temperature change `t = -T lam·e / c`. -/
theorem entropy_eq_zero_iff (M : Thermoelastic n) (e : n → ℝ) (t : ℝ) :
    entropy M e t = 0 ↔ t = -(M.T / M.c * (M.lam ⬝ᵥ e)) := by
  have hc := M.c_pos.ne'
  have hT := M.T_pos.ne'
  have key : entropy M e t = M.c / M.T * (t - -(M.T / M.c * (M.lam ⬝ᵥ e))) := by
    unfold entropy
    field_simp
    ring
  rw [key, mul_eq_zero, sub_eq_zero, or_iff_right (div_ne_zero hc hT)]

/-- The adiabatic stiffness acts as `C_S e = Ce + (T/c)(lam·e) lam`. -/
theorem adiabatic_mulVec (M : Thermoelastic n) (e : n → ℝ) :
    adiabatic M *ᵥ e = M.C *ᵥ e + (M.T / M.c * (M.lam ⬝ᵥ e)) • M.lam := by
  ext i
  simp only [adiabatic, mulVec, dotProduct, Matrix.add_apply, Matrix.smul_apply, Pi.add_apply,
    Pi.smul_apply, vecMulVec_apply, smul_eq_mul, add_mul, Finset.sum_add_distrib,
    Finset.mul_sum, Finset.sum_mul]
  congr 1
  exact Finset.sum_congr rfl fun j _ => by ring

/-- The adiabatic stiffness is symmetric. -/
theorem adiabatic_isSymm {m : Type*} (M : Thermoelastic m) : (adiabatic M).IsSymm := by
  unfold Matrix.IsSymm
  ext i j
  simp only [adiabatic, transpose_apply, Matrix.add_apply, Matrix.smul_apply, vecMulVec_apply,
    smul_eq_mul]
  rw [M.symm.apply i j]
  ring

/-- Completing the square in the temperature: `F = e·C_S e/2 - T s²/(2c)`. -/
theorem free_eq_adiabatic_sub (M : Thermoelastic n) (e : n → ℝ) (t : ℝ) :
    free M e t = e ⬝ᵥ adiabatic M *ᵥ e / 2 - M.T / (2 * M.c) * entropy M e t ^ 2 := by
  have hc := M.c_pos.ne'
  have hT := M.T_pos.ne'
  rw [adiabatic_mulVec, dotProduct_add, dotProduct_smul, smul_eq_mul, dotProduct_comm e M.lam]
  unfold free entropy
  field_simp
  ring

/-- At fixed strain the maximum of the free energy over the temperature change is
`e·C_S e/2`, and it is attained exactly where the entropy change vanishes. -/
theorem isGreatest_free (M : Thermoelastic n) (e : n → ℝ) :
    IsGreatest (Set.range fun t => free M e t) (e ⬝ᵥ adiabatic M *ᵥ e / 2) ∧
      ∀ t, free M e t = e ⬝ᵥ adiabatic M *ᵥ e / 2 ↔ entropy M e t = 0 := by
  have hk : 0 < M.T / (2 * M.c) := div_pos M.T_pos (mul_pos two_pos M.c_pos)
  have heq : ∀ t, free M e t = e ⬝ᵥ adiabatic M *ᵥ e / 2 ↔ entropy M e t = 0 := by
    intro t
    rw [free_eq_adiabatic_sub, sub_eq_self, mul_eq_zero, or_iff_right hk.ne',
      pow_eq_zero_iff two_ne_zero]
  refine ⟨⟨⟨_, (heq _).2 ((entropy_eq_zero_iff M e _).2 rfl)⟩, ?_⟩, heq⟩
  -- the subtracted square is nonnegative
  rintro _ ⟨t, rfl⟩
  have h := mul_nonneg hk.le (sq_nonneg (entropy M e t))
  have h' := free_eq_adiabatic_sub M e t
  show free M e t ≤ _
  linarith

/-- The derivative of the free energy along a strain direction `v` at fixed temperature
is `v·σ`. -/
theorem hasDerivAt_free_strain (M : Thermoelastic n) (e v : n → ℝ) (t : ℝ) :
    HasDerivAt (fun x : ℝ => free M (e + x • v) t) (v ⬝ᵥ stress M e t) 0 := by
  -- symmetry of C merges the two cross terms
  have hs : e ⬝ᵥ M.C *ᵥ v = v ⬝ᵥ M.C *ᵥ e := by
    rw [Matrix.dotProduct_mulVec, ← Matrix.mulVec_transpose, M.symm.eq]
    exact dotProduct_comm _ _
  have hl : v ⬝ᵥ M.lam = M.lam ⬝ᵥ v := dotProduct_comm _ _
  have hf : (fun x : ℝ => free M (e + x • v) t) = fun x =>
      free M e t + x * (v ⬝ᵥ stress M e t) + x * x * (v ⬝ᵥ M.C *ᵥ v / 2) := by
    funext x
    simp only [free, stress, Matrix.mulVec_add, Matrix.mulVec_smul, dotProduct_add,
      add_dotProduct, smul_dotProduct, dotProduct_smul, dotProduct_sub, smul_eq_mul, hs, hl]
    ring
  have h1 := ((hasDerivAt_id' (0 : ℝ)).mul_const (v ⬝ᵥ stress M e t)).const_add (free M e t)
  have h2 := ((hasDerivAt_id' (0 : ℝ)).fun_mul (hasDerivAt_id' (0 : ℝ))).mul_const
    (v ⬝ᵥ M.C *ᵥ v / 2)
  rw [hf]
  exact (h1.fun_add h2).congr_deriv (by ring)

/-- At zero entropy change the stress is `σ = C_S e`. -/
theorem stress_of_entropy_eq_zero (M : Thermoelastic n) (e : n → ℝ) (t : ℝ)
    (h : entropy M e t = 0) : stress M e t = adiabatic M *ᵥ e := by
  rw [adiabatic_mulVec, stress, (entropy_eq_zero_iff M e t).1 h, neg_smul, sub_neg_eq_add]

/-- For every strain `e·Ce ≤ e·C_S e`, with equality exactly when `lam·e = 0`. -/
theorem isothermal_le_adiabatic (M : Thermoelastic n) (e : n → ℝ) :
    e ⬝ᵥ M.C *ᵥ e ≤ e ⬝ᵥ adiabatic M *ᵥ e ∧
      (e ⬝ᵥ M.C *ᵥ e = e ⬝ᵥ adiabatic M *ᵥ e ↔ M.lam ⬝ᵥ e = 0) := by
  have hk : 0 < M.T / M.c := div_pos M.T_pos M.c_pos
  rw [adiabatic_mulVec, dotProduct_add, dotProduct_smul, smul_eq_mul, dotProduct_comm e M.lam,
    mul_assoc]
  have h0 := mul_nonneg hk.le (mul_self_nonneg (M.lam ⬝ᵥ e))
  refine ⟨by linarith, fun h => ?_, fun h => by rw [h]; ring⟩
  have h1 : M.T / M.c * (M.lam ⬝ᵥ e * (M.lam ⬝ᵥ e)) = 0 := by linarith
  exact mul_self_eq_zero.1 ((mul_eq_zero.1 h1).resolve_left hk.ne')

/-- The cubic stiffness matrix in Voigt notation. -/
def cubicVoigt (C11 C12 C44 : ℝ) : Matrix (Fin 6) (Fin 6) ℝ :=
  !![C11, C12, C12, 0, 0, 0;
     C12, C11, C12, 0, 0, 0;
     C12, C12, C11, 0, 0, 0;
     0, 0, 0, C44, 0, 0;
     0, 0, 0, 0, C44, 0;
     0, 0, 0, 0, 0, C44]

/-- A cubic crystal: cubic stiffness and thermal stress `l (1,1,1,0,0,0)`. -/
def cubic (C11 C12 C44 l c T : ℝ) (hc : 0 < c) (hT : 0 < T) : Thermoelastic (Fin 6) where
  C := cubicVoigt C11 C12 C44
  lam := l • ![1, 1, 1, 0, 0, 0]
  c := c
  T := T
  symm := by
    unfold Matrix.IsSymm
    ext i j
    fin_cases i <;> fin_cases j <;> rfl
  c_pos := hc
  T_pos := hT

/-- The adiabatic stiffness of a cubic crystal is cubic with `C11` and `C12` raised by
`T l²/c`; `C11 - C12` and `C44` are unchanged and `(C11 + 2 C12)/3` rises by `T l²/c`. -/
theorem adiabatic_cubic (C11 C12 C44 l c T : ℝ) (hc : 0 < c) (hT : 0 < T)
    (S : Matrix (Fin 6) (Fin 6) ℝ) (hS : S = adiabatic (cubic C11 C12 C44 l c T hc hT)) :
    S = cubicVoigt (C11 + T * l ^ 2 / c) (C12 + T * l ^ 2 / c) C44 ∧
      S 0 0 - S 0 1 = C11 - C12 ∧ S 3 3 = C44 ∧
      (S 0 0 + 2 * S 0 1) / 3 = (C11 + 2 * C12) / 3 + T * l ^ 2 / c := by
  have h : S = cubicVoigt (C11 + T * l ^ 2 / c) (C12 + T * l ^ 2 / c) C44 := by
    rw [hS]
    ext i j
    simp only [adiabatic, cubic, Matrix.add_apply, Matrix.smul_apply, vecMulVec_apply,
      Pi.smul_apply, smul_eq_mul]
    fin_cases i <;> fin_cases j <;> simp [cubicVoigt] <;> ring
  -- read off the three independent entries
  have h00 : S 0 0 = C11 + T * l ^ 2 / c := by rw [h]; rfl
  have h01 : S 0 1 = C12 + T * l ^ 2 / c := by rw [h]; rfl
  have h33 : S 3 3 = C44 := by rw [h]; rfl
  refine ⟨h, ?_, h33, ?_⟩ <;> rw [h00, h01] <;> ring

end

end AdiabaticElasticity
```

```lean
#print axioms AdiabaticElasticity.isGreatest_free
#print axioms AdiabaticElasticity.stress_of_entropy_eq_zero
#print axioms AdiabaticElasticity.isothermal_le_adiabatic
#print axioms AdiabaticElasticity.adiabatic_cubic
```

```
'AdiabaticElasticity.isGreatest_free' depends on axioms: [propext, Classical.choice, Quot.sound]
'AdiabaticElasticity.stress_of_entropy_eq_zero' depends on axioms: [propext, Classical.choice, Quot.sound]
'AdiabaticElasticity.isothermal_le_adiabatic' depends on axioms: [propext, Classical.choice, Quot.sound]
'AdiabaticElasticity.adiabatic_cubic' depends on axioms: [propext, Classical.choice, Quot.sound]
```

### The statements in words

The main theorem `isGreatest_free` holds for every `M : Thermoelastic n` and every strain `e`. Its first half, `IsGreatest (Set.range fun t => free M e t) (e ⬝ᵥ adiabatic M *ᵥ e / 2)`, says that $\tfrac12e\cdot C_Se$ is one of the values taken by $t\mapsto F(e,t)$ and that no value exceeds it. Here `*ᵥ` is the matrix-vector product and `⬝ᵥ` the dot product, and `*ᵥ` binds first. The second half says that $F(e,t)$ equals this maximum if and only if `entropy M e t = 0`. Together with `entropy_eq_zero_iff` this makes the maximiser unique.

`hasDerivAt_free_temperature` states $\partial F/\partial t=-s$ at every $t$. `hasDerivAt_free_strain` states that $x\mapsto F(e+xv,t)$ has derivative $v\cdot\sigma$ at $x=0$ for every direction `v`, so the strain derivative is stated direction by direction. `stress_of_entropy_eq_zero` is the adiabatic Hooke law $\sigma=C_Se$ under the hypothesis `entropy M e t = 0`. `isothermal_le_adiabatic` compares the two quadratic forms, with the equality case.

In `adiabatic_cubic` the matrix `S` and the hypothesis `hS` only give a name to the adiabatic stiffness of `cubic C11 C12 C44 l c T hc hT`. The four conclusions are the matrix identity with `cubicVoigt`, `S 0 0 - S 0 1 = C11 - C12`, `S 3 3 = C44`, and the shift of `(S 0 0 + 2 * S 0 1) / 3` by `T * l ^ 2 / c`. Because of the first conclusion, the entries `S 0 0`, `S 0 1` and `S 3 3` are the cubic constants of $C_S$.

The model has the following limits. The quadratic $F$ is taken as exact and `t` ranges over all reals, although the expansion describes a solid only for small strain and $|t|\ll T$. The strain is homogeneous: there is no position, time, heat conduction or wave equation, so zero entropy change is a condition imposed on `t` and not a consequence of any dynamics. The matrix `C` is not assumed positive definite, so the theorems make no use of mechanical stability, and the constants `C11`, `C12`, `C44`, `l` are arbitrary reals. The cubic forms of `C` and `lam` are written down, not derived from the point group, and the readings of the six indices as Voigt components and of $(C_{11}+2C_{12})/3$ as a bulk modulus belong to the interpretation. The index set may be any finite type, even an empty one, where $F=-ct^2/(2T)$ has its maximum $0$ at $t=0$.

A free-energy calculation of strained cells at fixed temperature, for instance in the quasi-harmonic approximation on top of electronic-structure energies, yields the isothermal matrix $C$, whereas long sound waves whose compressions do not exchange heat probe $C_S$; the formula converts one into the other within the linear, homogeneous model with a stress-free reference state.

### How the proof follows the steps

Step 1 is `hasDerivAt_free_temperature` and `entropy_eq_zero_iff`. In the first, `hf` rewrites $F$ as a polynomial in the temperature change `u`, `h1` differentiates the constant and linear terms, `h2` differentiates `u * u` by the product rule, and `congr_deriv` with `ring` identifies the result with $-s$. In the second, `key` is the factored form of $s$, obtained by `field_simp` from $c\ne0$ and $T\ne0$; `mul_eq_zero` splits the product and `div_ne_zero hc hT` removes the factor $c/T$.

Step 2 is `adiabatic_mulVec` and `adiabatic_isSymm`. The first works in component `i`, expands both sides into sums, matches the $Ce$ parts by `congr 1` and compares the remaining sums term by term. The second uses `M.symm.apply i j` for $C$ and `ring` for $\lambda_i\lambda_j$.

Step 3 is `free_eq_adiabatic_sub`. The `rw` line produces $e\cdot Ce+\frac Tc(\lambda\cdot e)(\lambda\cdot e)$, after which the claim is an identity among the real numbers $e\cdot Ce$, $\lambda\cdot e$, $t$, $c$, $T$, closed by `field_simp` and `ring`.

Step 4 is `isGreatest_free`. With `hk` giving $T/(2c)>0$, `heq` reduces the equality $F=\tfrac12e\cdot C_Se$ to $\frac{T}{2c}s^2=0$ by `sub_eq_self`, then to $s^2=0$ and to $s=0$. The value is attained at the $t$ of step 1, supplied by `(entropy_eq_zero_iff M e _).2 rfl`. The upper bound is `linarith` applied to the completed square and the nonnegativity of $\frac{T}{2c}s^2$.

Step 5 is `hasDerivAt_free_strain` and `stress_of_entropy_eq_zero`. In the first, `hs` is $e\cdot Cv=v\cdot Ce$, and `hf` is the expansion in $x$, whose derivative at $0$ is taken as in step 1. This theorem and `adiabatic_isSymm` are the only two whose proofs use the symmetry of `C`. The second substitutes $t=-\frac Tc\lambda\cdot e$ into the stress.

Step 6 is `isothermal_le_adiabatic`: `h0` is $\frac Tc(\lambda\cdot e)^2\ge0$, and in the equality case `h1` sets this term to zero, from which the positive factor is removed.

Step 7 is `adiabatic_cubic`. The identity `h` is checked entry by entry over the 36 index pairs with `fin_cases`, the entries `h00`, `h01`, `h33` are read off, and `ring` forms the two combinations.

### A mistake that is easy to make

Inserting $t=-\frac Tc\lambda\cdot e$ into the coupling term alone gives $-t\,\lambda\cdot e=+\frac Tc(\lambda\cdot e)^2$, which would correspond to a stiffness $C+2\frac Tc\lambda\lambda^{\mathsf T}$, with a correction twice too large. The thermal term contributes $-\frac{ct^2}{2T}=-\frac{T}{2c}(\lambda\cdot e)^2$ and brings the total to $\frac{T}{2c}(\lambda\cdot e)^2$. The stress gives an independent check: the term $-\frac{ct^2}{2T}$ does not depend on $e$ and drops out of the strain derivative at fixed $t$, so inserting the same $t$ into $\sigma=Ce-t\lambda$ yields $C_Se$ directly. A second slip concerns the cubic case: $C_{11}+2C_{12}$, the eigenvalue of $C$ on $(1,1,1,0,0,0)$, rises by $3Tl^2/c$, and only after division by 3 does the shift become $Tl^2/c$.

### A neighbouring result

Completing the square in the strain instead of the temperature relates the two heat capacities; this argument is given on paper only and the file contains no theorem for it. Let $C$ be positive definite and set $\alpha=C^{-1}\lambda$, the thermal expansion vector. Then
$$F=\tfrac12(e-t\alpha)\cdot C(e-t\alpha)-\frac{t^2}{2T}\left(c+T\,\lambda\cdot C^{-1}\lambda\right).$$
The minimum over $e$ lies at $e=t\alpha$, where the stress vanishes, and the heat capacity at zero stress is $c_\sigma=c+T\,\lambda\cdot C^{-1}\lambda$. For the cubic crystal $\lambda\cdot C^{-1}\lambda=3l^2/(C_{11}+2C_{12})=l^2/B$, so $c_\sigma/c=1+Tl^2/(cB)=B_S/B$, where $B_S=B+Tl^2/c$ is the adiabatic bulk modulus.
